# For N electrons in a p shell, L and S fix the Coulomb repulsion energy

To find the Coulomb repulsion of $N$ electrons in one p shell, we represent a state by a function $\psi(m,s)$ of $N$ orbital labels and $N$ spin labels, and impose antisymmetry as a condition on $\psi$. If $\psi\neq0$ is also an eigenfunction of $L^2$ and $S^2$, its repulsion energy depends only on $N$, $L$, $S$ and two radial parameters. In the code, `κ` is the set of labels of one electron.

```lean
import Mathlib

open Matrix Finset
open scoped Kronecker

namespace PShellTerms

noncomputable section

variable {κ : Type*} [Fintype κ] [DecidableEq κ] {N : ℕ}
```

## One electron

Labels 0, 1, 2 stand for the real orbitals $p_x,p_y,p_z$. In this basis $(L_a)_{bc}=-i\,\varepsilon_{abc}$, with $\hbar=1$. Spin label 0 is up.

```lean
/-- The Kronecker delta of two Cartesian directions. -/
def kd (a b : Fin 3) : ℤ := if a = b then 1 else 0

/-- The Levi-Civita symbol of three Cartesian directions. -/
def levi (a b c : Fin 3) : ℤ :=
  ((b.val : ℤ) - a.val) * ((c.val : ℤ) - b.val) * ((c.val : ℤ) - a.val) / 2

/-- The orbital angular momentum component `L_a` in the real orbitals `p_x, p_y, p_z`. -/
def orbL (a : Fin 3) : Matrix (Fin 3) (Fin 3) ℂ :=
  Matrix.of fun b c => -Complex.I * (levi a b c : ℂ)

/-- The three spin-1/2 matrices, in units of ħ. -/
def spinS : Fin 3 → Matrix (Fin 2) (Fin 2) ℂ :=
  ![!![0, 1/2; 1/2, 0], !![0, -Complex.I/2; Complex.I/2, 0], !![1/2, 0; 0, -1/2]]
```

Let $n$ be the unit position vector. The angular average of $n_an_bn_cn_d$ is $(\delta_{ab}\delta_{cd}+\delta_{ac}\delta_{bd}+\delta_{ad}\delta_{bc})/15$, and normalising the p orbitals multiplies it by 3. This gives the matrix elements of the quadrupole $Q_{ab}=n_an_b-\delta_{ab}/3$.

```lean
/-- The matrix of `n_a n_b - δ_ab/3` between real p orbitals, `n` being the unit position
vector of the electron. -/
def quad (a b : Fin 3) : Matrix (Fin 3) (Fin 3) ℂ := Matrix.of fun c d =>
  ((kd a b : ℂ) * kd c d + kd a c * kd b d + kd a d * kd b c) / 5 - (kd a b : ℂ) * kd c d / 3
```

## Two electrons

Write $X=\sum_a L_a\otimes L_a$ for the orbital coupling and $P$ for the exchange of two orbital labels.

```lean
/-- The scalar product `∑ A_a ⊗ A_a` of the vector operators of two electrons. -/
def coupling (A : Fin 3 → Matrix κ κ ℂ) : Matrix (κ × κ) (κ × κ) ℂ := ∑ a, A a ⊗ₖ A a

/-- The operator that exchanges the labels of two electrons. -/
def exchange (κ : Type*) [DecidableEq κ] : Matrix (κ × κ) (κ × κ) ℂ :=
  Matrix.of fun p q => if q = p.swap then 1 else 0
```

For an angle $\omega$ between the electrons,
$$P_2(\cos\omega)=\tfrac32(n\cdot n')^2-\tfrac12=\tfrac32\sum_{ab}Q_{ab}Q'_{ab}.$$
The parameter $F_2=F^2/25$ is the Slater integral $F^2$ divided by 25, so it multiplies $C=25P_2$, that is, $\tfrac{75}{2}\sum_{ab}Q_{ab}\otimes Q_{ab}$.

```lean
/-- The operator multiplying `F2 = F²/25` in the p-shell Coulomb repulsion: 25 times the
matrix of `P₂(cos ω)`, with `ω` the angle between the two electrons. -/
def coulombF2 : Matrix (Fin 3 × Fin 3) (Fin 3 × Fin 3) ℂ :=
  (75/2 : ℂ) • ∑ a, ∑ b, quad a b ⊗ₖ quad a b
```

## N electrons

A one-electron operator is summed over all electrons. Applying each total component twice and adding gives $L^2$ or $S^2$, which the code calls `casimir`.

```lean
/-- The sum over all electrons of a one-electron operator, applied to `f`. -/
def total (A : Matrix κ κ ℂ) (f : (Fin N → κ) → ℂ) : (Fin N → κ) → ℂ :=
  fun m => ∑ i, ∑ c, A (m i) c * f (Function.update m i c)

/-- The square of the total vector operator with one-electron components `A_a`. -/
def casimir (A : Fin 3 → Matrix κ κ ℂ) (f : (Fin N → κ) → ℂ) (m : Fin N → κ) : ℂ :=
  ∑ a, total (A a) (total (A a) f) m
```

A pair operator changes two labels. The repulsion is $\sum_{i<j}(F_0+F_2C_{ij})$, written as half the sum over ordered pairs.

```lean
/-- The value at `m` of a two-electron operator acting on electrons `i ≠ j` of `f`,
as a linear function of the operator. -/
def onPair (i j : Fin N) (f : (Fin N → κ) → ℂ) (m : Fin N → κ) :
    Matrix (κ × κ) (κ × κ) ℂ →ₗ[ℂ] ℂ where
  toFun M := ∑ p, M (m i, m j) p * f (Function.update (Function.update m i p.1) j p.2)
  map_add' M M' := by simp [add_mul, sum_add_distrib]
  map_smul' c M := by simp [mul_sum, mul_assoc]

/-- The Coulomb repulsion of N p electrons, half the sum over ordered pairs. -/
def repulsion (F0 F2 : ℝ) (f : (Fin N → Fin 3) → ℂ) (m : Fin N → Fin 3) : ℂ :=
  1/2 * ∑ i, ∑ j ∈ univ.erase i, onPair i j f m ((F0 : ℂ) • 1 + (F2 : ℂ) • coulombF2)
```

In an atom $F_0$ is the Slater integral $F^0$; in the theorems $F_0$ and $F_2$ are arbitrary real numbers. The step from $1/r_{12}$ to this operator, by multipole expansion and radial integration with one common radial function, is taken from physics. Spin-orbit coupling and mixing with other configurations are left out.

The conditions on a term are antisymmetry under simultaneous exchange of orbital and spin labels, and the two eigenvalue equations. They also admit $\psi=0$, so an energy is meant only for nonzero $\psi$.

```lean
/-- An antisymmetric function of orbital and spin labels that satisfies the eigenvalue
equations of `L²` and `S²` with quantum numbers `L` and `S`. -/
structure IsTerm (ψ : (Fin N → Fin 3) → (Fin N → Fin 2) → ℂ) (L S : ℝ) : Prop where
  antisymm : ∀ i j, i ≠ j → ∀ m s, ψ (m ∘ Equiv.swap i j) (s ∘ Equiv.swap i j) = -ψ m s
  orbital : ∀ m s, casimir orbL (fun m' => ψ m' s) m = (L : ℂ) * (L + 1) * ψ m s
  spin : ∀ m s, casimir spinS (ψ m) s = (S : ℂ) * (S + 1) * ψ m s
```

## The F2 operator as a polynomial in X

Contracting the Levi-Civita symbols gives $X=P-K$, where $K_{(xy),(cd)}=\delta_{xy}\delta_{cd}$. Contracting the quadrupoles gives
$$C=3P+3K-2=6P-3X-2.$$
Since $P^2=1$, $PK=KP=K$ and $K^2=3K$, we have $X^2=1+K$. Hence $P=X^2+X-1$ and $C=6X^2+3X-8$.

In the proof, `decide +kernel` checks the integer delta identities for all indices, and `linear_combination` carries them over to the complex matrices.

```lean
/-- With `X = L₁·L₂` and `P` the orbital exchange, the operator multiplying `F2` is
`6P - 3X - 2`, and it is also `6X² + 3X - 8`. -/
theorem coulombF2_eq :
    coulombF2 = (6 : ℂ) • exchange (Fin 3) - (3 : ℂ) • coupling orbL - (2 : ℂ) • 1 ∧
    coulombF2 = (6 : ℂ) • (coupling orbL * coupling orbL) + (3 : ℂ) • coupling orbL
      - (8 : ℂ) • 1 := by
  -- matrix elements of X, P and 1 as products of deltas
  have hX : ∀ x y c d, coupling orbL (x, y) (c, d) =
      ((kd c y * kd d x - kd x y * kd c d : ℤ) : ℂ) := by
    intro x y c d
    have h0 : ∀ x y c d, ∑ a, levi a x c * levi a y d = kd x y * kd c d - kd c y * kd d x := by
      decide +kernel
    have h := congrArg (Int.cast : ℤ → ℂ) (h0 x y c d)
    have hI : ∀ p q : ℂ, -Complex.I * p * (-Complex.I * q) = -(p * q) := fun p q => by
      linear_combination p * q * Complex.I_sq
    simp only [coupling, Matrix.sum_apply, kroneckerMap_apply, orbL, of_apply, hI]
    simp only [Fin.sum_univ_three] at h ⊢
    push_cast at h ⊢
    linear_combination -h
  have hP : ∀ x y c d, exchange (Fin 3) (x, y) (c, d) = (kd c y : ℂ) * kd d x := by
    intro x y c d
    by_cases h1 : c = y <;> by_cases h2 : d = x <;> simp [exchange, kd, h1, h2]
  have h1 : ∀ x y c d, (1 : Matrix (Fin 3 × Fin 3) (Fin 3 × Fin 3) ℂ) (x, y) (c, d) =
      (kd x c : ℂ) * kd y d := by
    intro x y c d
    by_cases h1 : x = c <;> by_cases h2 : y = d <;> simp [Matrix.one_apply, kd, h1, h2]
  have first : coulombF2 =
      (6 : ℂ) • exchange (Fin 3) - (3 : ℂ) • coupling orbL - (2 : ℂ) • 1 := by
    ext ⟨x, y⟩ ⟨c, d⟩
    have h0 : ∀ x y c d, ∑ a, ∑ b,
        (3 * (kd a b * kd x c + kd a x * kd b c + kd a c * kd b x) - 5 * (kd a b * kd x c)) *
        (3 * (kd a b * kd y d + kd a y * kd b d + kd a d * kd b y) - 5 * (kd a b * kd y d)) =
        18 * (kd c y * kd d x) + 18 * (kd x y * kd c d) - 12 * (kd x c * kd y d) := by
      decide +kernel
    have h := congrArg (Int.cast : ℤ → ℂ) (h0 x y c d)
    simp only [Matrix.sub_apply, Matrix.smul_apply, smul_eq_mul, hP, h1, hX, coulombF2,
      Matrix.sum_apply, kroneckerMap_apply, quad, of_apply]
    simp only [Fin.sum_univ_three] at h ⊢
    push_cast at h ⊢
    linear_combination h / 6
  refine ⟨first, first.trans ?_⟩
  ext ⟨x, y⟩ ⟨c, d⟩
  have h0 : ∀ x y c d, ∑ e, ∑ f, (kd e y * kd f x - kd x y * kd e f) *
      (kd c f * kd d e - kd e f * kd c d) = kd x c * kd y d + kd x y * kd c d := by
    decide +kernel
  have h := congrArg (Int.cast : ℤ → ℂ) (h0 x y c d)
  simp only [Matrix.sub_apply, Matrix.add_apply, Matrix.smul_apply, smul_eq_mul, hP, h1, hX,
    Matrix.mul_apply, Fintype.sum_prod_type]
  push_cast at h ⊢
  linear_combination -6 * h
```

## Exchange and total angular momentum

For two spins one half, $s_1\cdot s_2$ is $1/4$ on the triplet and $-3/4$ on the singlet, so $\tfrac12+2s_1\cdot s_2$ is $+1$ and $-1$, as exchange requires. Lean compares all matrix entries.

```lean
/-- For two spins 1/2 the spin exchange is `1/2 + 2 s₁·s₂`. -/
theorem spin_exchange :
    exchange (Fin 2) = (1/2 : ℂ) • 1 + (2 : ℂ) • coupling spinS := by
  ext ⟨x, y⟩ ⟨c, d⟩
  fin_cases x <;> fin_cases y <;> fin_cases c <;> fin_cases d <;>
    simp [exchange, coupling, Fin.sum_univ_three, spinS] <;>
    ring_nf <;> norm_num [Complex.I_sq]
```

On a function of $N$ labels, exchange swaps labels $i$ and $j$.

```lean
/-- Exchange acting on two different electrons interchanges their labels. -/
theorem onPair_exchange {i j : Fin N} (hij : i ≠ j) (f : (Fin N → κ) → ℂ) (m : Fin N → κ) :
    onPair i j f m (exchange κ) = f (m ∘ Equiv.swap i j) := by
  have h : Function.update (Function.update m i (m j)) j (m i) = m ∘ Equiv.swap i j := by
    funext k
    by_cases hj : k = j
    · subst hj; simp
    · by_cases hi : k = i
      · subst hi; simp [hij]
      · simp [hi, hj, Equiv.swap_apply_of_ne_of_ne hi hj]
  simp [onPair, exchange, h]
```

Squaring a total vector operator separates equal from different electrons:
$$\Big(\sum_i\mathbf A_i\Big)^2=\sum_i\mathbf A_i^2+\sum_{i\ne j}\mathbf A_i\cdot\mathbf A_j .$$
If $\mathbf A_i^2=c$, the first sum is $Nc$. The step `key` makes this separation.

```lean
/-- If `∑ A_a² = c` for one electron, the square of the total vector operator is `N c` plus
the scalar products of all ordered pairs of different electrons. -/
theorem casimir_eq (A : Fin 3 → Matrix κ κ ℂ) (c : ℂ) (hA : ∑ a, A a * A a = c • 1)
    (f : (Fin N → κ) → ℂ) (m : Fin N → κ) :
    casimir A f m = N * c * f m + ∑ i, ∑ j ∈ univ.erase i, onPair i j f m (coupling A) := by
  -- separate the terms where both factors act on the same electron
  have key : ∀ a, total (A a) (total (A a) f) m =
      ∑ i, (∑ d, (A a * A a) (m i) d * f (Function.update m i d) +
        ∑ j ∈ univ.erase i, onPair i j f m (A a ⊗ₖ A a)) := by
    intro a
    unfold total
    refine sum_congr rfl fun i _ => ?_
    simp only [mul_sum]
    rw [sum_comm, ← add_sum_erase _ _ (mem_univ i)]
    congr 1
    · simp only [Function.update_self, Function.update_idem, Matrix.mul_apply, sum_mul, mul_assoc]
      rw [sum_comm]
    · refine sum_congr rfl fun j hj => ?_
      simp [onPair, Fintype.sum_prod_type, Function.update_of_ne (ne_of_mem_erase hj), mul_assoc]
  have h1 : ∀ i, ∑ a, ∑ d, (A a * A a) (m i) d * f (Function.update m i d) = c * f m := by
    intro i
    have h : ∀ d, ∑ a, (A a * A a) (m i) d = (c • (1 : Matrix κ κ ℂ)) (m i) d := fun d => by
      rw [← hA, Matrix.sum_apply]
    rw [sum_comm]
    simp only [← sum_mul, h]
    simp [Matrix.one_apply]
  have h2 : ∀ i, ∑ a, ∑ j ∈ univ.erase i, onPair i j f m (A a ⊗ₖ A a) =
      ∑ j ∈ univ.erase i, onPair i j f m (coupling A) := by
    intro i
    rw [sum_comm]
    simp only [coupling, map_sum]
  unfold casimir
  rw [sum_congr rfl fun a _ => key a, sum_comm]
  simp only [sum_add_distrib, h1, h2]
  simp [mul_assoc]
```

The constants are $l(l+1)=2$ and $s(s+1)=3/4$.

```lean
/-- The one-electron values `l(l+1) = 2` and `s(s+1) = 3/4`. -/
theorem one_electron_squares :
    ∑ a, orbL a * orbL a = (2 : ℂ) • 1 ∧ ∑ a, spinS a * spinS a = (3/4 : ℂ) • 1 := by
  constructor
  · ext x d
    have h0 : ∀ x d, ∑ a, ∑ e, levi a x e * levi a e d = -2 * kd x d := by decide +kernel
    have h := congrArg (Int.cast : ℤ → ℂ) (h0 x d)
    have hI : ∀ p q : ℂ, -Complex.I * p * (-Complex.I * q) = -(p * q) := fun p q => by
      linear_combination p * q * Complex.I_sq
    have h1 : (1 : Matrix (Fin 3) (Fin 3) ℂ) x d = (kd x d : ℂ) := by
      simp [Matrix.one_apply, kd]
    simp only [Matrix.sum_apply, Matrix.mul_apply, orbL, of_apply, hI, Matrix.smul_apply,
      smul_eq_mul, h1]
    simp only [Fin.sum_univ_three] at h ⊢
    push_cast at h ⊢
    linear_combination -h
  · ext x d
    fin_cases x <;> fin_cases d <;>
      simp [Matrix.sum_apply, Fin.sum_univ_three, spinS, Matrix.mul_apply] <;>
      ring_nf <;> norm_num [Complex.I_sq]
```

## The energy formula

Antisymmetry makes orbital exchange equal to minus spin exchange on $\psi$, so $6P_{ij}$ acts as $-3-12\,s_i\cdot s_j$ and
$$C_{ij}\to-5-12\,s_i\cdot s_j-3\,l_i\cdot l_j .$$
This is `hpair`. The sums over pairs $i<j$ are
$$\sum s_i\cdot s_j=\tfrac12\big[S(S+1)-\tfrac34N\big],\qquad \sum l_i\cdot l_j=\tfrac12\big[L(L+1)-2N\big].$$
There are $N(N-1)/2$ such pairs (`hcount` counts the $N(N-1)$ ordered ones), so the energy is
$$E=F_0\tfrac{N(N-1)}2+F_2\big[10N-\tfrac52N^2-\tfrac32L(L+1)-6S(S+1)\big].$$
The last `linear_combination` eliminates the pair sums through the eigenvalue equations.

```lean
/-- The Coulomb repulsion of N p electrons acts on an antisymmetric state of given `L` and `S`
as a number fixed by `N`, `L`, `S` and the Slater parameters. -/
theorem term_energy (F0 F2 L S : ℝ) {ψ : (Fin N → Fin 3) → (Fin N → Fin 2) → ℂ}
    (h : IsTerm ψ L S) (m : Fin N → Fin 3) (s : Fin N → Fin 2) :
    repulsion F0 F2 (fun m' => ψ m' s) m =
      (F0 * (N * (N - 1) / 2) +
        F2 * (10 * N - 5/2 * N^2 - 3/2 * (L * (L + 1)) - 6 * (S * (S + 1)))) * ψ m s := by
  have hone : ∀ {κ : Type} [Fintype κ] [DecidableEq κ] (i j : Fin N) (f : (Fin N → κ) → ℂ)
      (m : Fin N → κ), onPair i j f m 1 = f m := by
    intro κ _ _ i j f m
    simp [onPair, Matrix.one_apply]
  -- antisymmetry trades orbital exchange for spin exchange
  have hpair : ∀ i, ∀ j ∈ univ.erase i,
      onPair i j (fun m' => ψ m' s) m ((F0 : ℂ) • 1 + (F2 : ℂ) • coulombF2) =
      ((F0 : ℂ) - 5 * F2) * ψ m s - 12 * F2 * onPair i j (ψ m) s (coupling spinS)
        - 3 * F2 * onPair i j (fun m' => ψ m' s) m (coupling orbL) := by
    intro i j hj
    have hij : i ≠ j := (ne_of_mem_erase hj).symm
    have ha := h.antisymm i j hij m (s ∘ Equiv.swap i j)
    have hs : (s ∘ Equiv.swap i j) ∘ Equiv.swap i j = s := by funext k; simp
    rw [hs] at ha
    have hd := onPair_exchange hij (ψ m) s
    rw [spin_exchange] at hd
    simp only [map_add, map_smul, smul_eq_mul, hone] at hd
    rw [coulombF2_eq.1]
    simp only [map_add, map_sub, map_smul, smul_eq_mul, hone, onPair_exchange hij]
    linear_combination 6 * (F2 : ℂ) * ha + 6 * (F2 : ℂ) * hd
  have hcount : ∑ i : Fin N, ∑ _j ∈ univ.erase i, ψ m s = (N : ℂ) * (N * ψ m s - ψ m s) := by
    have hi : ∀ i : Fin N, ∑ _j ∈ univ.erase i, ψ m s = N * ψ m s - ψ m s := by
      intro i
      have h' : ψ m s + ∑ _j ∈ univ.erase i, ψ m s = N * ψ m s :=
        (add_sum_erase univ (fun _ : Fin N => ψ m s) (mem_univ i)).trans (by simp)
      linear_combination h'
    rw [sum_congr rfl fun i _ => hi i]
    simp only [sum_const, card_univ, Fintype.card_fin, nsmul_eq_mul]
  have hL := h.orbital m s
  have hS := h.spin m s
  rw [casimir_eq _ _ one_electron_squares.1] at hL
  rw [casimir_eq _ _ one_electron_squares.2] at hS
  unfold repulsion
  rw [sum_congr rfl fun i _ => sum_congr rfl (hpair i)]
  simp only [sum_sub_distrib, ← mul_sum, hcount]
  linear_combination -6 * (F2 : ℂ) * hS - 3/2 * (F2 : ℂ) * hL
```

## The three terms of p³

For $N=3$ the bracket is $\tfrac{15}{2}-\tfrac32L(L+1)-6S(S+1)$, which is $-15$ for ⁴S, $-6$ for ²D and $0$ for ²P.

```lean
/-- The p³ energies are `3F0 - 15F2` for ⁴S, `3F0 - 6F2` for ²D and `3F0` for ²P. -/
theorem p3_energies (F0 F2 : ℝ) (ψ : (Fin 3 → Fin 3) → (Fin 3 → Fin 2) → ℂ)
    (m : Fin 3 → Fin 3) (s : Fin 3 → Fin 2) :
    (IsTerm ψ 0 (3/2) → repulsion F0 F2 (fun m' => ψ m' s) m = (3 * F0 - 15 * F2) * ψ m s) ∧
    (IsTerm ψ 2 (1/2) → repulsion F0 F2 (fun m' => ψ m' s) m = (3 * F0 - 6 * F2) * ψ m s) ∧
    (IsTerm ψ 1 (1/2) → repulsion F0 F2 (fun m' => ψ m' s) m = 3 * F0 * ψ m s) := by
  refine ⟨fun h => ?_, fun h => ?_, fun h => ?_⟩ <;>
    rw [term_energy F0 F2 _ _ h] <;> push_cast <;> ring
```

In an electronic-structure calculation restricted to this configuration, the 20 determinants of p³ give a $20\times20$ repulsion matrix. Its levels are $3F_0-15F_2$ (4 states), $3F_0-6F_2$ (10) and $3F_0$ (6). That ⁴S, ²D and ²P are the only terms of p³ is a standard count, not proved here. Given this list and the values of $F_0$ and $F_2$, the formula gives the levels without a diagonalisation; the two gaps are $9F_2$ and $6F_2$.

## An explicit quartet state

Take $\psi=\varepsilon_{m_1m_2m_3}$ with all spins up. It has norm $\sqrt6$, so the normalised state is $\psi/\sqrt6$.

```lean
/-- The spin function of three electrons with all spins up. -/
def allUp (s : Fin 3 → Fin 2) : ℂ := if s = 0 then 1 else 0
```

The orbital factor changes sign under exchange and the spin factor does not. Every total $L_a$ annihilates $\varepsilon$, since $\varepsilon$ is invariant under rotations, so $L=0$. Each spin pair has $s_i\cdot s_j=\tfrac14$, so $S^2=3\cdot\tfrac34+6\cdot\tfrac14=\tfrac{15}4$ and $S=\tfrac32$. The proof follows these three checks and then evaluates $\psi$ at one point to show that it is nonzero. Explicit ²D and ²P states are not constructed here.

```lean
/-- The function `ε(m₁,m₂,m₃)` times all spins up is a nonzero p³ state with `L = 0` and
`S = 3/2`. -/
theorem isTerm_witness :
    IsTerm (fun m s => (levi (m 0) (m 1) (m 2) : ℂ) * allUp s) 0 (3/2) ∧
    (levi 0 1 2 : ℂ) * allUp 0 = 1 := by
  have hup : ∀ (i j : Fin 3) s, allUp (s ∘ Equiv.swap i j) = allUp s := by
    intro i j s
    have h : s ∘ Equiv.swap i j = 0 ↔ s = 0 :=
      ⟨fun h => funext fun k => by simpa using congrFun h (Equiv.swap i j k),
        fun h => by subst h; rfl⟩
    simp only [allUp, h]
  refine ⟨⟨fun i j hij m s => ?_, fun m s => ?_, fun m s => ?_⟩, ?_⟩
  · have h0 : ∀ i j : Fin 3, i ≠ j → ∀ m : Fin 3 → Fin 3,
        levi (m (Equiv.swap i j 0)) (m (Equiv.swap i j 1)) (m (Equiv.swap i j 2)) =
          -levi (m 0) (m 1) (m 2) := by decide +kernel
    simp only [Function.comp_apply, h0 i j hij m, hup]
    push_cast
    ring
  · -- every component of L annihilates the Levi-Civita function
    have hz : ∀ a, total (orbL a)
        (fun m' : Fin 3 → Fin 3 => (levi (m' 0) (m' 1) (m' 2) : ℂ) * allUp s) = 0 := by
      intro a
      funext m
      have h0 : ∀ a x y z, ∑ c, (levi a x c * levi c y z + levi a y c * levi x c z +
          levi a z c * levi x y c) = 0 := by decide +kernel
      have h := congrArg (Int.cast : ℤ → ℂ) (h0 a (m 0) (m 1) (m 2))
      simp only [Fin.sum_univ_three] at h
      push_cast at h
      simp [total, Fin.sum_univ_three, orbL, Function.update_apply]
      linear_combination (-Complex.I * allUp s) * h
    simp only [casimir, hz]
    simp [total]
  · rw [casimir_eq _ _ one_electron_squares.2]
    have hp : ∀ i, ∀ j ∈ univ.erase i,
        onPair i j (fun s => (levi (m 0) (m 1) (m 2) : ℂ) * allUp s) s (coupling spinS) =
          1/4 * ((levi (m 0) (m 1) (m 2) : ℂ) * allUp s) := by
      intro i j hj
      have hd := onPair_exchange (ne_of_mem_erase hj).symm
        (fun s => (levi (m 0) (m 1) (m 2) : ℂ) * allUp s) s
      have h1 : onPair i j (fun s => (levi (m 0) (m 1) (m 2) : ℂ) * allUp s) s 1 =
          (levi (m 0) (m 1) (m 2) : ℂ) * allUp s := by simp [onPair, Matrix.one_apply]
      rw [spin_exchange] at hd
      simp only [map_add, map_smul, smul_eq_mul, h1, hup] at hd
      linear_combination hd / 2
    rw [sum_congr rfl fun i _ => sum_congr rfl (hp i)]
    simp only [sum_const, card_erase_of_mem (mem_univ _), card_univ, Fintype.card_fin,
      nsmul_eq_mul]
    push_cast
    ring
  · have h : levi 0 1 2 = 1 := by decide +kernel
    simp [h, allUp]

end

end PShellTerms
```

```lean
#print axioms PShellTerms.term_energy
#print axioms PShellTerms.p3_energies
```

```
'PShellTerms.term_energy' depends on axioms: [propext, Classical.choice, Quot.sound]
'PShellTerms.p3_energies' depends on axioms: [propext, Classical.choice, Quot.sound]
```
